# Idempotence of the tangent-space projector of a matrix product state

The time-dependent variational principle (TDVP) evolves a matrix product state (MPS) $\psi$ under a Hamiltonian $H$, in units with $\hbar=1$, by $i\,\partial_t\psi = P H\psi$, where the tangent-space projector $P$ is written as a sum of one-site projectors minus a sum of bond projectors. Such a difference is in general no projector, so one has to ask which properties of the environments give $P^2=P$.

```lean
import Mathlib

open Finset Matrix

namespace MPSTangentProjector

variable {A : Type*} [Ring A]

/-- One-site projector at site `k+1`: left environment of sites `1..k` times right
environment starting at site `k+2`. -/
def siteProj (L R : ℕ → A) (k : ℕ) : A := L k * R (k + 2)

/-- Bond projector between sites `k+1` and `k+2`. -/
def bondProj (L R : ℕ → A) (k : ℕ) : A := L (k + 1) * R (k + 2)

/-- Tangent-space projector of a chain of `n+1` sites: all one-site projectors minus all
bond projectors. -/
def tangentProj (L R : ℕ → A) (n : ℕ) : A :=
  ∑ k ∈ range (n + 1), siteProj L R k - ∑ k ∈ range n, bondProj L R k

/-- Left-gauge-fixed term at site `k+1`, namely `(L_k - L_(k+1)) R_(k+2)`. -/
def gaugeProj (L R : ℕ → A) (k : ℕ) : A := (L k - L (k + 1)) * R (k + 2)

variable {L R : ℕ → A}

/-- The tangent-space projector is the sum of the gauge-fixed terms of the first `n` sites
and the one-site projector of the last site. -/
theorem tangentProj_eq (L R : ℕ → A) (n : ℕ) :
    tangentProj L R n = ∑ k ∈ range n, gaugeProj L R k + siteProj L R n := by
  simp only [tangentProj, gaugeProj, siteProj, bondProj, Finset.sum_range_succ, sub_mul,
    Finset.sum_sub_distrib]
  abel

/-- The difference `L_k - L_(k+1)` commutes with the right environment `R_(k+2)`. -/
theorem gauge_comm (hc : ∀ i j, i < j → L i * R j = R j * L i) (k : ℕ) :
    (L k - L (k + 1)) * R (k + 2) = R (k + 2) * (L k - L (k + 1)) := by
  rw [sub_mul, mul_sub, hc k (k + 2) (by omega), hc (k + 1) (k + 2) (by omega)]

/-- The gauge-fixed terms are idempotent and annihilate one another. -/
theorem gaugeProj_mul (hL : ∀ i j, L i * L j = L (max i j)) (hR : ∀ j, R j * R j = R j)
    (hc : ∀ i j, i < j → L i * R j = R j * L i) (k l : ℕ) :
    gaugeProj L R k * gaugeProj L R l = if k = l then gaugeProj L R k else 0 := by
  -- differences of nested projectors are orthogonal idempotents
  have hD : (L k - L (k + 1)) * (L l - L (l + 1))
      = if k = l then L k - L (k + 1) else 0 := by
    rcases lt_trichotomy k l with h | h | h
    · rw [if_neg h.ne]
      simp only [mul_sub, sub_mul, hL]
      rw [show max k l = l by omega, show max k (l + 1) = l + 1 by omega,
        show max (k + 1) l = l by omega, show max (k + 1) (l + 1) = l + 1 by omega]
      abel
    · rw [if_pos h, ← h]
      simp only [mul_sub, sub_mul, hL, max_self]
      rw [show max k (k + 1) = k + 1 by omega, show max (k + 1) k = k + 1 by omega]
      abel
    · rw [if_neg h.ne']
      simp only [mul_sub, sub_mul, hL]
      rw [show max k l = k by omega, show max k (l + 1) = k by omega,
        show max (k + 1) l = k + 1 by omega, show max (k + 1) (l + 1) = k + 1 by omega]
      abel
  -- move the first right environment to the left so that the differences meet
  have e : gaugeProj L R k * gaugeProj L R l
      = R (k + 2) * ((L k - L (k + 1)) * (L l - L (l + 1))) * R (l + 2) := by
    calc gaugeProj L R k * gaugeProj L R l
        = (R (k + 2) * (L k - L (k + 1))) * ((L l - L (l + 1)) * R (l + 2)) := by
          rw [← gauge_comm hc k]; rfl
      _ = _ := by simp only [mul_assoc]
  rw [e, hD]
  by_cases h : k = l
  · rw [if_pos h, if_pos h, ← h, ← gauge_comm hc k, mul_assoc, hR]
    rfl
  · rw [if_neg h, if_neg h, mul_zero, zero_mul]

/-- A gauge-fixed term and the one-site projector of any later site annihilate each other
in both orders. -/
theorem gaugeProj_mul_siteProj (hL : ∀ i j, L i * L j = L (max i j))
    (hc : ∀ i j, i < j → L i * R j = R j * L i) {k n : ℕ} (h : k < n) :
    gaugeProj L R k * siteProj L R n = 0 ∧ siteProj L R n * gaugeProj L R k = 0 := by
  have h1 : (L k - L (k + 1)) * L n = 0 := by
    rw [sub_mul, hL, hL, show max k n = n by omega, show max (k + 1) n = n by omega, sub_self]
  have h2 : L n * (L k - L (k + 1)) = 0 := by
    rw [mul_sub, hL, hL, show max n k = n by omega, show max n (k + 1) = n by omega, sub_self]
  constructor
  · rw [gaugeProj, siteProj, gauge_comm hc k, mul_assoc, ← mul_assoc _ (L n), h1, zero_mul,
      mul_zero]
  · rw [gaugeProj, siteProj, hc n (n + 2) (by omega), mul_assoc, ← mul_assoc (L n), h2,
      zero_mul, mul_zero]

/-- With nested left projectors, idempotent right projectors, and `L_i` commuting with `R_j`
for `i < j`, the tangent-space projector is idempotent for every chain length. -/
theorem tangentProj_idempotent (hL : ∀ i j, L i * L j = L (max i j))
    (hR : ∀ j, R j * R j = R j) (hc : ∀ i j, i < j → L i * R j = R j * L i) (n : ℕ) :
    tangentProj L R n * tangentProj L R n = tangentProj L R n := by
  have h1 : (∑ k ∈ range n, gaugeProj L R k) * (∑ k ∈ range n, gaugeProj L R k)
      = ∑ k ∈ range n, gaugeProj L R k := by
    rw [Finset.sum_mul_sum]
    refine Finset.sum_congr rfl fun k hk => ?_
    simp only [gaugeProj_mul hL hR hc, Finset.sum_ite_eq, hk, if_true]
  have h2 : (∑ k ∈ range n, gaugeProj L R k) * siteProj L R n = 0 := by
    rw [Finset.sum_mul]
    exact Finset.sum_eq_zero fun k hk => (gaugeProj_mul_siteProj hL hc (mem_range.mp hk)).1
  have h3 : siteProj L R n * (∑ k ∈ range n, gaugeProj L R k) = 0 := by
    rw [Finset.mul_sum]
    exact Finset.sum_eq_zero fun k hk => (gaugeProj_mul_siteProj hL hc (mem_range.mp hk)).2
  have h4 : siteProj L R n * siteProj L R n = siteProj L R n := by
    calc siteProj L R n * siteProj L R n
        = L n * (R (n + 2) * L n) * R (n + 2) := by simp only [siteProj, mul_assoc]
      _ = (L n * L n) * (R (n + 2) * R (n + 2)) := by
          rw [← hc n (n + 2) (by omega)]; simp only [mul_assoc]
      _ = siteProj L R n := by rw [hL, hR, max_self, siteProj]
  rw [tangentProj_eq, add_mul, mul_add, mul_add, h1, h2, h3, h4, add_zero, zero_add]

/-- If all `L_i` and `R_j` are self-adjoint and `L_i` commutes with `R_j` for `i < j`, the
tangent-space projector is self-adjoint. -/
theorem tangentProj_star [StarRing A] (hLs : ∀ i, star (L i) = L i)
    (hRs : ∀ j, star (R j) = R j) (hc : ∀ i j, i < j → L i * R j = R j * L i) (n : ℕ) :
    star (tangentProj L R n) = tangentProj L R n := by
  simp only [tangentProj, siteProj, bondProj, star_sub, star_sum, star_mul, hLs, hRs]
  congr 1
  · exact Finset.sum_congr rfl fun k _ => (hc k (k + 2) (by omega)).symm
  · exact Finset.sum_congr rfl fun k _ => (hc (k + 1) (k + 2) (by omega)).symm

/-- If the right projectors are nested as well, the tangent-space projector leaves every
one-site projector of the chain unchanged under left multiplication. -/
theorem tangentProj_mul_siteProj (hL : ∀ i j, L i * L j = L (max i j))
    (hR : ∀ i j, R i * R j = R (min i j)) (hc : ∀ i j, i < j → L i * R j = R j * L i)
    {m n : ℕ} (hm : m ≤ n) : tangentProj L R n * siteProj L R m = siteProj L R m := by
  have aux : ∀ i j, m ≤ i → m + 2 ≤ j → L i * R j * siteProj L R m = L i * R (m + 2) := by
    intro i j hi hj
    calc L i * R j * siteProj L R m
        = L i * (R j * L m) * R (m + 2) := by simp only [siteProj, mul_assoc]
      _ = (L i * L m) * (R j * R (m + 2)) := by
          rw [← hc m j (by omega)]; simp only [mul_assoc]
      _ = L i * R (m + 2) := by rw [hL, hR, max_eq_left hi, min_eq_right hj]
  induction n, hm using Nat.le_induction with
  | base =>
    have a : siteProj L R m * siteProj L R m = siteProj L R m := aux m (m + 2) le_rfl le_rfl
    rw [tangentProj_eq, add_mul, a, Finset.sum_mul,
      Finset.sum_eq_zero fun k hk => (gaugeProj_mul_siteProj hL hc (mem_range.mp hk)).1,
      zero_add]
  | succ n hmn ih =>
    -- the added site and bond terms cancel on an earlier one-site projector
    have e : tangentProj L R (n + 1)
        = tangentProj L R n + (siteProj L R (n + 1) - bondProj L R n) := by
      simp only [tangentProj, Finset.sum_range_succ]
      abel
    have a : siteProj L R (n + 1) * siteProj L R m = L (n + 1) * R (m + 2) :=
      aux (n + 1) (n + 1 + 2) (by omega) (by omega)
    have b : bondProj L R n * siteProj L R m = L (n + 1) * R (m + 2) :=
      aux (n + 1) (n + 2) (by omega) (by omega)
    rw [e, add_mul, sub_mul, ih, a, b, sub_self, add_zero]

/-- For nested left and right projectors, an operator `Q` fixes the tangent-space projector
from the left exactly when it fixes each one-site projector of the chain. -/
theorem mul_tangentProj_iff (hL : ∀ i j, L i * L j = L (max i j))
    (hR : ∀ i j, R i * R j = R (min i j)) (hc : ∀ i j, i < j → L i * R j = R j * L i)
    (n : ℕ) (Q : A) : Q * tangentProj L R n = tangentProj L R n ↔
      ∀ m ≤ n, Q * siteProj L R m = siteProj L R m := by
  constructor
  · intro h m hm
    have e := tangentProj_mul_siteProj hL hR hc hm
    calc Q * siteProj L R m = Q * (tangentProj L R n * siteProj L R m) := by rw [e]
      _ = siteProj L R m := by rw [← mul_assoc, h, e]
  · intro h
    -- each bond projector factors through the one-site projector on its left
    have hb : ∀ k, bondProj L R k = siteProj L R k * L (k + 1) := by
      intro k
      rw [bondProj, siteProj, mul_assoc, ← hc (k + 1) (k + 2) (by omega), ← mul_assoc, hL,
        show max k (k + 1) = k + 1 by omega]
    rw [tangentProj, mul_sub, Finset.mul_sum, Finset.mul_sum]
    congr 1
    · exact Finset.sum_congr rfl fun k hk => h k (Nat.lt_succ_iff.mp (mem_range.mp hk))
    · refine Finset.sum_congr rfl fun k hk => ?_
      rw [hb, ← mul_assoc, h k (mem_range.mp hk).le]

/-- Projector on `N`-qubit configurations whose sites `1..i` are in state `0`. -/
def prodL (N i : ℕ) : Matrix (Fin N → Fin 2) (Fin N → Fin 2) ℂ :=
  diagonal fun s => if ∀ m : Fin N, m.val < i → s m = 0 then 1 else 0

/-- Projector on `N`-qubit configurations whose sites `j..N` are in state `0`. -/
def prodR (N j : ℕ) : Matrix (Fin N → Fin 2) (Fin N → Fin 2) ℂ :=
  diagonal fun s => if ∀ m : Fin N, j ≤ m.val + 1 → s m = 0 then 1 else 0

/-- The projectors `prodL`, `prodR` are nested, commute with each other and are self-adjoint; for
three qubits the tangent-space projector keeps the configurations with at most one `1`. -/
theorem tangentProj_witness (N : ℕ) :
    (∀ i j, prodL N i * prodL N j = prodL N (max i j)) ∧
    (∀ i j, prodR N i * prodR N j = prodR N (min i j)) ∧
    (∀ i j, prodL N i * prodR N j = prodR N j * prodL N i) ∧
    (∀ i, star (prodL N i) = prodL N i) ∧ (∀ j, star (prodR N j) = prodR N j) ∧
    tangentProj (prodL 3) (prodR 3) 2
      = diagonal fun s => if ∑ m, (s m).val ≤ 1 then 1 else 0 := by
  have ind : ∀ {p q r : Prop} {_ : Decidable p} {_ : Decidable q} {_ : Decidable r},
      (r ↔ p ∧ q) → (if p then (1 : ℂ) else 0) * (if q then 1 else 0) = if r then 1 else 0 := by
    intro p q r _ _ _ h
    by_cases hp : p <;> by_cases hq : q <;> by_cases hr : r <;> simp_all
  refine ⟨fun i j => ?_, fun i j => ?_, fun i j => ?_, fun i => ?_, fun i => ?_, ?_⟩
  · rw [prodL, prodL, prodL, diagonal_mul_diagonal]
    congr 1; funext s
    refine ind ⟨fun h => ⟨fun m hm => h m (by omega), fun m hm => h m (by omega)⟩, ?_⟩
    exact fun h m hm => (lt_max_iff.mp hm).elim (h.1 m) (h.2 m)
  · rw [prodR, prodR, prodR, diagonal_mul_diagonal]
    congr 1; funext s
    refine ind ⟨fun h => ⟨fun m hm => h m (by omega), fun m hm => h m (by omega)⟩, ?_⟩
    exact fun h m hm => (min_le_iff.mp hm).elim (h.1 m) (h.2 m)
  · rw [prodL, prodR, diagonal_mul_diagonal, diagonal_mul_diagonal]
    congr 1; funext s
    exact mul_comm _ _
  · rw [prodL, star_eq_conjTranspose, diagonal_conjTranspose]
    congr 1; funext s
    simp only [Pi.star_apply]
    split_ifs <;> simp
  · rw [prodR, star_eq_conjTranspose, diagonal_conjTranspose]
    congr 1; funext s
    simp only [Pi.star_apply]
    split_ifs <;> simp
  · simp only [tangentProj, siteProj, bondProj, prodL, prodR, Finset.sum_range_succ,
      Finset.sum_range_zero, zero_add, diagonal_mul_diagonal, diagonal_add, diagonal_sub]
    congr 1; funext s
    have fa : ∀ P : Fin 3 → Prop, (∀ m, P m) ↔ P 0 ∧ P 1 ∧ P 2 := by
      intro P; simp [Fin.forall_fin_succ]
    have h : ∀ x : Fin 2, x = 0 ∨ x = 1 := by decide
    simp only [fa, Fin.sum_univ_three]
    rcases h (s 0) with h0 | h0 <;> rcases h (s 1) with h1 | h1 <;>
      rcases h (s 2) with h2 | h2 <;> simp [h0, h1, h2]

end MPSTangentProjector
```

```lean
#print axioms MPSTangentProjector.tangentProj_idempotent
#print axioms MPSTangentProjector.tangentProj_star
#print axioms MPSTangentProjector.mul_tangentProj_iff
```

```
'MPSTangentProjector.tangentProj_idempotent' depends on axioms: [propext, Classical.choice, Quot.sound]
'MPSTangentProjector.tangentProj_star' depends on axioms: [propext, Classical.choice, Quot.sound]
'MPSTangentProjector.mul_tangentProj_iff' depends on axioms: [propext, Classical.choice, Quot.sound]
```

## The objects and the statements

Take an open chain of $n+1$ sites, numbered from 1. In canonical form the state supplies orthonormal left states $|\Phi^L_{\alpha,i}\rangle$ on sites $1,\dots,i$ and orthonormal right states $|\Phi^R_{\beta,j}\rangle$ on sites $j,\dots,n+1$, with bond labels $\alpha,\beta$. Let $L_i$ be the orthogonal projector on the span of the left states, times the identity on the other sites, and $R_j$ likewise for the right states. Empty environments give $L_0=1$ and $R_{n+2}=1$. The one-site term at site $k+1$, the bond term between sites $k+1$ and $k+2$, and their combination are

$$S_k=L_kR_{k+2},\qquad B_k=L_{k+1}R_{k+2},\qquad P_n=\sum_{k=0}^{n}S_k-\sum_{k=0}^{n-1}B_k .$$

These are `siteProj`, `bondProj` and `tangentProj L R n`; the argument `n` is the number of bonds.

In the file `L` and `R` are sequences in an arbitrary ring `A`, not necessarily commutative, standing for the operators on the chain. The hypothesis `hL` says $L_iL_j=L_{\max(i,j)}$, which includes $L_i^2=L_i$. Its physical source is the recursion $|\Phi^L_{\beta,i+1}\rangle=\sum_{\alpha,s}M^{s}_{\alpha\beta}|\Phi^L_{\alpha,i}\rangle|s\rangle$, with $M$ the tensor and $s$ the local state of site $i+1$, which puts the range of $L_{i+1}$ inside that of $L_i$, and hence the range of $L_j$ inside that of $L_i$ for all $i\le j$. This inclusion gives $L_iL_j=L_j$, and taking adjoints, since the projectors are orthogonal, gives $L_jL_i=L_j$. The hypothesis `hc` says $L_iR_j=R_jL_i$ for $i<j$, where the two act on disjoint sites. The name `hR` has two meanings: $R_j^2=R_j$ in the idempotence theorem, and the nesting $R_iR_j=R_{\min(i,j)}$ in the two theorems on ranges.

`tangentProj_idempotent` states $P_n^2=P_n$ for every $n$ from `hL`, `hc` and $R_j^2=R_j$, without nesting of the $R_j$. `tangentProj_star` states $P_n^\dagger=P_n$ from self-adjointness of all $L_i$, $R_j$ and `hc` alone, with `star` as the adjoint. With both families nested and `hc` assumed, `tangentProj_mul_siteProj` gives $P_nS_m=S_m$ for $m\le n$, and `mul_tangentProj_iff` says that any $Q$ in the ring satisfies $QP_n=P_n$ exactly when $QS_m=S_m$ for all $m\le n$. For operators on a finite-dimensional space, taking $Q$ as a projector on the sum of the ranges of the $S_m$ gives $QP_n=P_n$, so the range of $P_n$ lies in that sum, and $P_nS_m=S_m$ gives the reverse inclusion; the two subspaces are therefore equal. When the bond dimensions equal the Schmidt ranks of $\psi$, the range of $S_m$ consists of the states obtained by replacing the tensor at site $m+1$ by an arbitrary one with the other tensors fixed, and the sum of these ranges is the tangent space at $\psi$ of the set of MPS with these Schmidt ranks.

The file defines no MPS tensors, no manifold of states and no dynamics: the hypotheses are assumed for general `L` and `R`, and the name tangent-space projector rests on the dictionary above, which, like the reading in terms of ranges and the two-site examples below, is argued in prose only. The values $L_0=1$ and $R_{n+2}=1$ are never required. The hypotheses run over all natural indices, while $P_n$ contains only $L_0,\dots,L_n$ and $R_2,\dots,R_{n+2}$; continuing each family by its end values supplies the rest. One-site TDVP splits the projected equation along the terms $S_k$ and $-B_k$, and the theorems concern that operator at one instant on a finite open chain, with no statement about the integrator.

## Why $P_n^2=P_n$

Put $D_k=L_k-L_{k+1}$ and $G_k=D_kR_{k+2}=S_k-B_k$, which is `gaugeProj`. Pairing each bond with the site on its left gives

$$P_n=\sum_{k=0}^{n-1}G_k+S_n .$$

This is `tangentProj_eq`, where `Finset.sum_range_succ` splits off the last site. Since $k<k+2$ and $k+1<k+2$, the difference $D_k$ commutes with $R_{k+2}$, which is `gauge_comm`. Nesting gives

$$D_kD_l=L_{\max(k,l)}-L_{\max(k,l+1)}-L_{\max(k+1,l)}+L_{\max(k+1,l+1)} .$$

For $k<l$ this is $L_l-L_{l+1}-L_l+L_{l+1}=0$. For $k=l$ it is $L_k-L_{k+1}-L_{k+1}+L_{k+1}=D_k$. For $k>l$ it is $L_k-L_k-L_{k+1}+L_{k+1}=0$. In `gaugeProj_mul` these are the three branches of `lt_trichotomy` inside `hD`, with `omega` evaluating each maximum and `abel` cancelling terms. Moving the first right projector to the left, as in step `e`,

$$G_kG_l=R_{k+2}\,D_kD_l\,R_{l+2},$$

which vanishes for $k\ne l$ and equals $R_{k+2}D_kR_{k+2}=D_kR_{k+2}^2=G_k$ for $k=l$. Two different right projectors never have to be multiplied together, and nesting of the $R_j$ is therefore not needed.

For $k<n$ both $\max(k,n)$ and $\max(k+1,n)$ equal $n$, so $D_kL_n=L_nD_k=L_n-L_n=0$. Hence $G_kS_n=R_{k+2}D_kL_nR_{n+2}=0$ and $S_nG_k=R_{n+2}L_nD_kR_{k+2}=0$, the two halves of `gaugeProj_mul_siteProj`. Finally $S_n^2=L_nR_{n+2}L_nR_{n+2}=L_n^2R_{n+2}^2=S_n$. With $G=\sum_{k<n}G_k$,

$$P_n^2=G^2+GS_n+S_nG+S_n^2=G+0+0+S_n=P_n ,$$

and the four terms are `h1`, `h2`, `h3`, `h4` in `tangentProj_idempotent`.

The step `h1` turns on how the Kronecker delta is written. `gaugeProj_mul` states the product as `if k = l then gaugeProj L R k else 0`. `Finset.sum_mul_sum` expands $G^2$ into $\sum_k\sum_l G_kG_l$ and keeps the order of the factors, so it holds without commutativity. For fixed $k$, `Finset.sum_ite_eq` replaces the inner sum by the term at $l=k$ under the condition that $k$ lies in the summation set, and by zero otherwise. The membership `hk` of $k$ in `range n` settles that condition. This is $\sum_l\delta_{kl}G_k=G_k$ with the range of $l$ kept explicit.

## Adjoint and range

Term by term, $(L_iR_j)^\dagger=R_jL_i=L_iR_j$ for $(i,j)=(k,k+2)$ and $(k+1,k+2)$. In `tangentProj_star`, `star_mul` reverses the factors and `hc` restores them.

With nested $R_j$, for $i\ge m$ and $j\ge m+2$,

$$L_iR_jS_m=L_iR_jL_mR_{m+2}=(L_iL_m)(R_jR_{m+2})=L_iR_{m+2},$$

which is `aux`. The claim $P_nS_m=S_m$ follows by induction on $n$ starting at $n=m$, through `Nat.le_induction`. At the start, $P_mS_m=\sum_{k<m}G_kS_m+S_m^2=S_m$. Adding a site gives $P_{n+1}=P_n+S_{n+1}-B_n$, and both $S_{n+1}S_m$ and $B_nS_m$ equal $L_{n+1}R_{m+2}$, so they cancel. For the equivalence, $QP_n=P_n$ gives $QS_m=QP_nS_m=P_nS_m=S_m$. Conversely, `hb` factors $B_k=S_kL_{k+1}$, because $L_kR_{k+2}L_{k+1}=L_kL_{k+1}R_{k+2}=L_{k+1}R_{k+2}$, so a $Q$ that fixes every $S_k$ fixes every $B_k$ and thus $P_n$.

## Smallest chains

For $n=0$ the bond sum is empty and $P_0=L_0R_2$, the identity when both environments are empty. For $n=1$ with $L_0=R_3=1$,

$$P_1=R_2+L_1-L_1R_2=1-(1-L_1)(1-R_2).$$

Writing a two-site state as a matrix $U\Sigma V^\dagger$ of rank $r$, with $U$ and $V$ having $r$ orthonormal columns and $\Sigma$ invertible, $P_1$ maps a matrix $Z$ to $ZVV^\dagger+UU^\dagger Z-UU^\dagger ZVV^\dagger$, the projector of dynamical low-rank approximation for matrices.

The case $n=1$ also shows what `hc` does, through an algebraic example that comes from no MPS, since for an MPS $L_1$ and $R_2$ act on different sites and commute. Take real $2\times2$ matrices $E=\begin{pmatrix}1&0\\0&0\end{pmatrix}$ and $F=\tfrac12\begin{pmatrix}1&1\\1&1\end{pmatrix}$, with $L_0=1$, $L_i=E$ for $i\ge1$, $R_j=F$ for $j\le2$ and $R_j=1$ for $j\ge3$. Both families are nested and self-adjoint, and `hc` fails only for the pair $(1,2)$. Then

$$P_1=F+E-EF=\begin{pmatrix}1&0\\ \tfrac12&\tfrac12\end{pmatrix},\qquad P_1^2=\begin{pmatrix}1&0\\ \tfrac34&\tfrac14\end{pmatrix}\ne P_1 .$$

## Three qubits in a product state

For the state $|0\cdots0\rangle$ of $N$ qubits the bond dimension is one. Basis states are configurations `Fin N → Fin 2`, where the Lean index `m` is site $m+1$. The diagonal matrix `prodL N i` keeps configurations with zeros on sites $1,\dots,i$, and `prodR N j` keeps those with zeros on sites $j,\dots,N$. `tangentProj_witness` proves for every $N$ that both families are nested and self-adjoint and that they commute for all index pairs. Its helper `ind` says that the product of two indicator functions is the indicator of the conjunction, and zeros on the first $i$ and on the first $j$ sites mean zeros on the first $\max(i,j)$.

For $N=3$, $n=2$, write configurations as $s_1s_2s_3$. Then $S_0$ requires $s_2=s_3=0$, $S_1$ requires $s_1=s_3=0$, $S_2$ requires $s_1=s_2=0$, and both $B_0=L_1R_2$ and $B_1=L_2R_3$ require all three to vanish. The diagonal entries are:

| configuration | $S_0$ | $S_1$ | $S_2$ | $B_0+B_1$ | $P_2$ |
|---|---|---|---|---|---|
| 000 | 1 | 1 | 1 | 2 | 1 |
| 100 | 1 | 0 | 0 | 0 | 1 |
| 010 | 0 | 1 | 0 | 0 | 1 |
| 001 | 0 | 0 | 1 | 0 | 1 |
| 110, 101, 011, 111 | 0 | 0 | 0 | 0 | 0 |

The one-site terms count $|000\rangle$ three times and the bond terms remove two of these. In the gauge-fixed form, $G_0$ projects on $|100\rangle$, $G_1$ on $|010\rangle$, and $S_2$ on $|000\rangle$ and $|001\rangle$. The last clause of the theorem states this result for three qubits, that $P_2$ keeps the configurations with at most one flipped spin, and its proof splits each of `s 0`, `s 1`, `s 2` into its two values and evaluates the eight entries.
